# Dipole emission from the oscillator state $\sqrt{2m\omega/\hbar}\,(c\cdot r)\,\psi_0$

Take a particle of mass $m$ in an isotropic harmonic well of frequency $\omega$, with Gaussian ground state $\psi_0\propto e^{-m\omega r^2/(2\hbar)}$, and excite it along the $x$ axis: $\psi=\sqrt{2m\omega/\hbar}\;x\,\psi_0$. Since $\langle x^2\rangle=\hbar/(2m\omega)$ in the ground state,

$$\langle\psi_0|x|\psi\rangle=\sqrt{\tfrac{2m\omega}{\hbar}}\,\langle x^2\rangle=\sqrt{\tfrac{\hbar}{2m\omega}},\qquad \langle\psi|\psi\rangle=\tfrac{2m\omega}{\hbar}\langle x^2\rangle=1 .$$

One Gaussian moment fixes both the norm and the dipole element.

## From the Gaussian moment to the rate

Let $c\in\mathbb C^3$ with $\sum_i|c_i|^2=1$, and $\psi=\sqrt{2m\omega/\hbar}\,(c\cdot r)\psi_0$, where $c\cdot r=\sum_i c_ir_i$ has no conjugation.

Put $a=m\omega/\hbar$ and $\rho(x)=\sqrt{a/\pi}\,e^{-ax^2}$. Then $\int\rho=1$, and $\int x\rho=0$ by parity. Integrating $(x\rho)'=\rho-2ax^2\rho$ gives $\int x^2\rho=1/(2a)$. Because $|\psi_0|^2=\prod_k\rho(r_k)$, the integrals factorize and $\langle r_ir_j\rangle=\delta_{ij}\hbar/(2m\omega)$. Hence

$$D_i=\langle\psi_0|r_i|\psi\rangle=\sqrt{\tfrac{2m\omega}{\hbar}}\sum_jc_j\langle r_ir_j\rangle=\sqrt{\tfrac{\hbar}{2m\omega}}\,c_i,$$

$$\langle\psi|\psi\rangle=\sqrt{\tfrac{2m\omega}{\hbar}}\sum_i\bar c_iD_i=1,\qquad \sum_i|D_i|^2=\tfrac{\hbar}{2m\omega}.$$

The overlap $\langle\psi_0|\psi\rangle$ vanishes because its integrand is odd.

For the energies, let $L=\alpha+c\cdot r$ and $b=m\omega/(2\hbar)$. Differentiating twice,

$$\partial_i^2(L\psi_0)=(-2bL-4bc_ir_i+4b^2r_i^2L)\psi_0 .$$

Summing over $i$ and multiplying by $-\hbar^2/(2m)$ gives $\left(\tfrac32\hbar\omega L+\hbar\omega\,c\cdot r-\tfrac12m\omega^2r^2L\right)\psi_0$. The potential cancels the last term, leaving energies $\tfrac32\hbar\omega$ for $\psi_0$ and $\tfrac52\hbar\omega$ for $\psi$. The transition frequency is therefore $\omega$, and for charge $e$ and speed of light $c_0$ the dipole formula in Gaussian units gives the spontaneous emission rate

$$A=\frac{4e^2\omega^3}{3\hbar c_0^3}\cdot\frac{\hbar}{2m\omega}=\frac{2e^2\omega^2}{3mc_0^3}.$$

## Circular polarization in numbers

Let $m=\hbar=e=1$, $\omega=2$, $c_0=10$ and $c=(1,i,0)/\sqrt2$. Then $D=\tfrac12c$, so $\sum_i|D_i|^2=\tfrac14$ and $A=\frac{4\cdot8}{3000}\cdot\frac14=\frac{8}{3000}$, which agrees with $\frac{2\cdot4}{3000}$.

## States, Hamiltonian and rate in Lean

Positions are functions `Fin 3 → ℝ` with Lebesgue measure, and wave functions are complex-valued.

```lean
import Mathlib

open MeasureTheory
open scoped Real ComplexConjugate

namespace OscillatorEmission

noncomputable section

/-- The Gaussian density `√(a/π) exp(-a x²)` on the line, for `a > 0`. -/
def lineDensity (a x : ℝ) : ℝ := √(a / π) * Real.exp (-a * x ^ 2)

/-- The Gaussian `(mω/πħ)^(3/4) exp(-mω r²/(2ħ))` on three-dimensional space, for
positive `m`, `ω`, `ħ`. -/
def groundState (m ω ħ : ℝ) (r : Fin 3 → ℝ) : ℂ :=
  ((√(√(m * ω / ħ / π)) ^ 3 * Real.exp (-(m * ω / (2 * ħ)) * ∑ i, r i ^ 2) : ℝ) : ℂ)

/-- The state `√(2mω/ħ) (c·r) ψ₀` with complex polarization vector `c`, for positive
`m`, `ω`, `ħ`. -/
def excitedState (m ω ħ : ℝ) (c : Fin 3 → ℂ) (r : Fin 3 → ℝ) : ℂ :=
  (√(2 * m * ω / ħ) : ℝ) * (∑ i, c i * r i) * groundState m ω ħ r
```

Overlaps and matrix elements are integrals, conjugated in the left argument.

```lean
/-- The overlap `⟨φ|χ⟩` of two wave functions. -/
def overlap (φ χ : (Fin 3 → ℝ) → ℂ) : ℂ := ∫ r, conj (φ r) * χ r

/-- The matrix element `⟨φ|r|χ⟩` of the position vector. -/
def positionElement (φ χ : (Fin 3 → ℝ) → ℂ) (i : Fin 3) : ℂ :=
  ∫ r, conj (φ r) * (r i * χ r)
```

The Hamiltonian acts pointwise as a differential operator; no self-adjoint domain is constructed. `Function.update r i t` varies coordinate $i$ alone, which gives the partial derivatives.

```lean
/-- The oscillator Hamiltonian `-ħ²/(2m) Δ + mω²r²/2`, for `m ≠ 0`. -/
def hamiltonian (m ω ħ : ℝ) (f : (Fin 3 → ℝ) → ℂ) (r : Fin 3 → ℝ) : ℂ :=
  -((ħ : ℂ) ^ 2 / (2 * m)) *
      ∑ i, deriv (deriv fun t : ℝ => f (Function.update r i t)) (r i)
    + (m : ℂ) * ω ^ 2 / 2 * (∑ i, (r i : ℂ) ^ 2) * f r

/-- The energy `ħω(n + 3/2)`. -/
def levelEnergy (ω ħ : ℝ) (n : ℕ) : ℝ := ħ * ω * (n + 3 / 2)
```

The rate formula is a definition, not derived from a quantized field. It stands for spontaneous emission into vacuum, summed over photon directions and polarizations, at wavelengths long compared with the oscillator's extent.

```lean
/-- The electric-dipole emission rate `4e²Ω³|D|²/(3ħc₀³)` at transition frequency `Ω` and
position matrix element `D`, in Gaussian units, for nonzero `ħ` and `c₀`. -/
def emissionRate (e ħ c₀ Ω : ℝ) (D : Fin 3 → ℂ) : ℝ :=
  4 * e ^ 2 * Ω ^ 3 / (3 * ħ * c₀ ^ 3) * ∑ i, ‖D i‖ ^ 2
```

## Moments and matrix elements

The first lemma proves convergence as well as the three values; the second moment comes from the total derivative above.

```lean
/-- For `a > 0` all moments of the Gaussian density converge, and those of order 0, 1, 2
are `1`, `0` and `1/(2a)`. -/
theorem line_moments {a : ℝ} (ha : 0 < a) :
    (∀ n : ℕ, Integrable fun x : ℝ => x ^ n * lineDensity a x) ∧
    ∫ x, lineDensity a x = 1 ∧ ∫ x, x * lineDensity a x = 0 ∧
    ∫ x, x ^ 2 * lineDensity a x = 1 / (2 * a) := by
  have hint : ∀ n : ℕ, Integrable fun x : ℝ => x ^ n * lineDensity a x := by
    intro n
    have hn : (-1 : ℝ) < n := by
      have : (0 : ℝ) ≤ n := Nat.cast_nonneg n
      linarith
    refine ((integrable_rpow_mul_exp_neg_mul_sq ha hn).const_mul (√(a / π))).congr
      (.of_forall fun x => ?_)
    simp only [Real.rpow_natCast, lineDensity]
    ring
  have i0 : Integrable (fun x : ℝ => lineDensity a x) := by simpa using hint 0
  have i1 : Integrable (fun x : ℝ => x * lineDensity a x) := by simpa using hint 1
  have h0 : ∫ x, lineDensity a x = 1 := by
    have h : a / π * (π / a) = 1 := by field_simp
    simp only [lineDensity]
    rw [integral_const_mul, integral_gaussian, ← Real.sqrt_mul (by positivity), h,
      Real.sqrt_one]
  refine ⟨hint, h0, ?_, ?_⟩
  · -- the integrand is odd
    have h := integral_neg_eq_self (fun x : ℝ => x * lineDensity a x) volume
    have hodd : ∀ x : ℝ, -x * lineDensity a (-x) = -(x * lineDensity a x) := by
      intro x
      simp [lineDensity]
    simp only [hodd, integral_neg] at h
    linarith
  · -- integrate the total derivative of `x ρ(x)`
    have hd : ∀ x : ℝ, HasDerivAt (fun x => x * lineDensity a x)
        (lineDensity a x - 2 * a * (x ^ 2 * lineDensity a x)) x := by
      intro x
      have hsq : HasDerivAt (fun y : ℝ => y ^ 2) (2 * x) x := by
        simpa using hasDerivAt_pow 2 x
      have hρ : HasDerivAt (fun y => lineDensity a y) (-2 * a * x * lineDensity a x) x :=
        ((hsq.const_mul (-a)).exp.const_mul (√(a / π))).congr_deriv (by
          simp only [lineDensity]
          ring)
      exact ((hasDerivAt_id' x).fun_mul hρ).congr_deriv (by ring)
    have h := integral_eq_zero_of_hasDerivAt_of_integrable hd
      (i0.sub ((hint 2).const_mul (2 * a))) i1
    rw [integral_sub i0 ((hint 2).const_mul (2 * a)), integral_const_mul, h0] at h
    rw [eq_div_iff (by positivity)]
    linarith

/-- The squared ground state is a product of one Gaussian density for each coordinate. -/
theorem ground_density (m ω ħ : ℝ) (r : Fin 3 → ℝ) :
    conj (groundState m ω ħ r) * groundState m ω ħ r =
      ((∏ k, lineDensity (m * ω / ħ) (r k) : ℝ) : ℂ) := by
  have hq : √(m * ω / ħ / π) ^ 3 =
      √(√(m * ω / ħ / π)) ^ 3 * √(√(m * ω / ħ / π)) ^ 3 := by
    rw [← mul_pow, Real.mul_self_sqrt (Real.sqrt_nonneg _)]
  have he : ∏ k, Real.exp (-(m * ω / ħ) * r k ^ 2) =
      Real.exp (-(m * ω / (2 * ħ)) * ∑ i, r i ^ 2) *
        Real.exp (-(m * ω / (2 * ħ)) * ∑ i, r i ^ 2) := by
    rw [← Real.exp_add, ← Real.exp_sum]
    congr 1
    simp only [Fin.sum_univ_three]
    ring
  unfold groundState
  rw [Complex.conj_ofReal, ← Complex.ofReal_mul]
  congr 1
  simp only [lineDensity, Finset.prod_mul_distrib, Finset.prod_const, Finset.card_univ,
    Fintype.card_fin]
  rw [he, hq]
  ring
```

In the next proof, `n k` counts how often coordinate $k$ occurs in $r_ir_j$. After factorization, `fin_cases` checks the nine index pairs.

```lean
/-- In the ground state, with `m`, `ω`, `ħ` positive, the integral for `⟨r_i r_j⟩` converges
and equals `δ_ij ħ/(2mω)`. -/
theorem second_moment {m ω ħ : ℝ} (hm : 0 < m) (hω : 0 < ω) (hħ : 0 < ħ) (i j : Fin 3) :
    Integrable (fun r : Fin 3 → ℝ =>
      conj (groundState m ω ħ r) * (r i * (r j * groundState m ω ħ r))) ∧
    ∫ r : Fin 3 → ℝ, conj (groundState m ω ħ r) * (r i * (r j * groundState m ω ħ r)) =
      if i = j then ((ħ / (2 * m * ω) : ℝ) : ℂ) else 0 := by
  obtain ⟨hint, h0, h1, h2⟩ := line_moments (a := m * ω / ħ) (by positivity)
  have h2' : ∫ x, x ^ 2 * lineDensity (m * ω / ħ) x = ħ / (2 * m * ω) := by
    rw [h2]
    field_simp
  let n : Fin 3 → ℕ := fun k => (if k = i then 1 else 0) + (if k = j then 1 else 0)
  have hf : (fun r : Fin 3 → ℝ =>
      conj (groundState m ω ħ r) * (r i * (r j * groundState m ω ħ r))) =
      fun r => ((∏ k, (r k ^ n k * lineDensity (m * ω / ħ) (r k)) : ℝ) : ℂ) := by
    funext r
    have hp : ∏ k, (r k ^ n k * lineDensity (m * ω / ħ) (r k)) =
        r i * r j * ∏ k, lineDensity (m * ω / ħ) (r k) := by
      simp only [n, pow_add, pow_ite, pow_one, pow_zero, Finset.prod_mul_distrib,
        Finset.prod_ite_eq', Finset.mem_univ, if_true]
    rw [hp, Complex.ofReal_mul, Complex.ofReal_mul, ← ground_density]
    ring
  rw [hf]
  refine ⟨(Integrable.fintype_prod
    (f := fun k x => x ^ n k * lineDensity (m * ω / ħ) x) fun k => hint (n k)).ofReal, ?_⟩
  -- the integral factorizes over the coordinates
  rw [integral_complex_ofReal, integral_fintype_prod_volume_eq_prod
    (fun k x => x ^ n k * lineDensity (m * ω / ħ) x)]
  fin_cases i <;> fin_cases j <;> simp [n, Fin.prod_univ_three, h0, h1, h2']
```

Expanding $\psi$ on the right gives the dipole vector; expanding it on the left then reduces the norm to dipole elements.

```lean
/-- For positive `m`, `ω`, `ħ` the integral for `⟨ψ₀|r|ψ⟩` converges and equals
`√(ħ/(2mω)) c`. -/
theorem dipole_element {m ω ħ : ℝ} (hm : 0 < m) (hω : 0 < ω) (hħ : 0 < ħ)
    (c : Fin 3 → ℂ) (i : Fin 3) :
    Integrable (fun r : Fin 3 → ℝ =>
      conj (groundState m ω ħ r) * (r i * excitedState m ω ħ c r)) ∧
    positionElement (groundState m ω ħ) (excitedState m ω ħ c) i =
      (√(ħ / (2 * m * ω)) : ℝ) * c i := by
  have hk : √(2 * m * ω / ħ) * √(ħ / (2 * m * ω)) = 1 := by
    rw [← Real.sqrt_mul (by positivity), ← Real.sqrt_one]
    congr 1
    field_simp
  have hs := Real.mul_self_sqrt (show 0 ≤ ħ / (2 * m * ω) by positivity)
  have hx : √(2 * m * ω / ħ) * (ħ / (2 * m * ω)) = √(ħ / (2 * m * ω)) := by
    linear_combination √(ħ / (2 * m * ω)) * hk - √(2 * m * ω / ħ) * hs
  have hf : (fun r : Fin 3 → ℝ =>
      conj (groundState m ω ħ r) * (r i * excitedState m ω ħ c r)) =
      fun r => ∑ j, ((√(2 * m * ω / ħ) : ℝ) * c j) *
        (conj (groundState m ω ħ r) * (r i * (r j * groundState m ω ħ r))) := by
    funext r
    simp only [excitedState, Fin.sum_univ_three]
    ring
  have hI := fun j : Fin 3 => (second_moment hm hω hħ i j).1.const_mul
    ((√(2 * m * ω / ħ) : ℝ) * c j)
  unfold positionElement
  rw [hf]
  refine ⟨integrable_finsetSum _ fun j _ => hI j, ?_⟩
  rw [integral_finsetSum _ fun j _ => hI j]
  simp only [integral_const_mul, (second_moment hm hω hħ i _).2, mul_ite, mul_zero,
    Finset.sum_ite_eq, Finset.mem_univ, if_true]
  rw [← hx, Complex.ofReal_mul]
  ring

/-- For positive `m`, `ω`, `ħ` and a unit polarization vector, the ground state and the
excited state are both normalized. -/
theorem states_normalized {m ω ħ : ℝ} (hm : 0 < m) (hω : 0 < ω) (hħ : 0 < ħ)
    {c : Fin 3 → ℂ} (hc : ∑ i, ‖c i‖ ^ 2 = 1) :
    overlap (groundState m ω ħ) (groundState m ω ħ) = 1 ∧
    overlap (excitedState m ω ħ c) (excitedState m ω ħ c) = 1 := by
  constructor
  · have h0 := (line_moments (a := m * ω / ħ) (by positivity)).2.1
    simp only [overlap, ground_density]
    rw [integral_complex_ofReal, integral_fintype_prod_volume_eq_prod
      (fun _ x => lineDensity (m * ω / ħ) x)]
    simp [h0]
  · have hk : √(2 * m * ω / ħ) * √(ħ / (2 * m * ω)) = 1 := by
      rw [← Real.sqrt_mul (by positivity), ← Real.sqrt_one]
      congr 1
      field_simp
    have hkC : ((√(2 * m * ω / ħ) : ℝ) : ℂ) * (√(ħ / (2 * m * ω)) : ℝ) = 1 := by
      rw [← Complex.ofReal_mul, hk, Complex.ofReal_one]
    have hcC : ∑ i, conj (c i) * c i = 1 := by
      simp only [Complex.conj_mul']
      exact_mod_cast hc
    -- expand the left factor: the norm is a combination of dipole elements
    have hf : (fun r => conj (excitedState m ω ħ c r) * excitedState m ω ħ c r) =
        fun r : Fin 3 → ℝ => ∑ i, ((√(2 * m * ω / ħ) : ℝ) * conj (c i)) *
          (conj (groundState m ω ħ r) * (r i * excitedState m ω ħ c r)) := by
      funext r
      have h : conj (excitedState m ω ħ c r) = (√(2 * m * ω / ħ) : ℝ) *
          (∑ i, conj (c i) * r i) * conj (groundState m ω ħ r) := by
        simp only [excitedState, map_mul, map_sum, Complex.conj_ofReal]
      rw [h]
      simp only [Fin.sum_univ_three]
      ring
    have hD := fun i => (dipole_element hm hω hħ c i).2
    unfold positionElement at hD
    unfold overlap
    rw [hf, integral_finsetSum _ fun i _ => (dipole_element hm hω hħ c i).1.const_mul _]
    simp only [integral_const_mul, hD]
    simp only [Fin.sum_univ_three] at hcC ⊢
    linear_combination ((√(2 * m * ω / ħ) : ℝ) : ℂ) * (√(ħ / (2 * m * ω)) : ℝ) * hcC + hkC
```

Orthogonality uses the substitution $r\to-r$ and needs no condition on $c$.

```lean
/-- The excited state is orthogonal to the ground state. -/
theorem states_orthogonal (m ω ħ : ℝ) (c : Fin 3 → ℂ) :
    overlap (groundState m ω ħ) (excitedState m ω ħ c) = 0 := by
  -- the integrand changes sign under inversion of space
  have h := integral_neg_eq_self
    (fun r => conj (groundState m ω ħ r) * excitedState m ω ħ c r) volume
  have hodd : ∀ r, conj (groundState m ω ħ (-r)) * excitedState m ω ħ c (-r) =
      -(conj (groundState m ω ħ r) * excitedState m ω ħ c r) := by
    intro r
    simp [excitedState, groundState]
  simp only [hodd, integral_neg] at h
  unfold overlap
  linear_combination (-1 / 2 : ℂ) * h
```

## Energies and the emission rate

Along one coordinate, $L\psi_0$ is an affine function times a Gaussian, so a one-variable derivative suffices.

```lean
/-- The second derivative of an affine function times the Gaussian `exp(-b t²)`. -/
theorem second_deriv (A B : ℂ) (b t : ℝ) :
    deriv (deriv fun s : ℝ => (A + B * s) * (Real.exp (-b * s ^ 2) : ℝ)) t =
      (-2 * b * A - 6 * b * B * t + 4 * b ^ 2 * t ^ 2 * (A + B * t)) *
        (Real.exp (-b * t ^ 2) : ℝ) := by
  have hX : ∀ s : ℝ, HasDerivAt (fun s : ℝ => (s : ℂ)) 1 s := fun s => by
    simpa using (hasDerivAt_id' s).ofReal_comp
  have hE : ∀ s : ℝ, HasDerivAt (fun s : ℝ => ((Real.exp (-b * s ^ 2) : ℝ) : ℂ))
      (-2 * b * s * (Real.exp (-b * s ^ 2) : ℝ)) s := by
    intro s
    have hsq : HasDerivAt (fun y : ℝ => y ^ 2) (2 * s) s := by
      simpa using hasDerivAt_pow 2 s
    exact (hsq.const_mul (-b)).exp.ofReal_comp.congr_deriv (by push_cast; ring)
  have hL := fun s : ℝ => ((hX s).const_mul B).const_add A
  have h1 : (deriv fun s : ℝ => (A + B * s) * ((Real.exp (-b * s ^ 2) : ℝ) : ℂ)) =
      fun s : ℝ => (B - 2 * b * s * (A + B * s)) * ((Real.exp (-b * s ^ 2) : ℝ) : ℂ) := by
    funext s
    exact (((hL s).fun_mul (hE s)).congr_deriv (by ring)).deriv
  rw [h1]
  exact ((((((hX t).const_mul (2 * (b : ℂ))).fun_mul (hL t)).const_sub B).fun_mul
    (hE t)).congr_deriv (by ring)).deriv

/-- For positive `m` and `ħ`, the Hamiltonian multiplies the constant part of an affine
function times the ground state by `3ħω/2` and the linear part by `5ħω/2`. -/
theorem hamiltonian_affine {m ħ : ℝ} (hm : 0 < m) (hħ : 0 < ħ) (ω : ℝ) (α : ℂ)
    (c : Fin 3 → ℂ) (r : Fin 3 → ℝ) :
    hamiltonian m ω ħ (fun r => (α + ∑ i, c i * r i) * groundState m ω ħ r) r =
      ħ * ω * (3 / 2 * α + 5 / 2 * ∑ i, c i * r i) * groundState m ω ħ r := by
  have hi : ∀ i, deriv (deriv fun t : ℝ => (α + ∑ j, c j * (Function.update r i t j : ℝ)) *
      groundState m ω ħ (Function.update r i t)) (r i) =
      (-2 * ((m * ω / (2 * ħ) : ℝ) : ℂ) * (α + ∑ j, c j * r j)
        - 4 * ((m * ω / (2 * ħ) : ℝ) : ℂ) * (c i * r i)
        + 4 * ((m * ω / (2 * ħ) : ℝ) : ℂ) ^ 2 * r i ^ 2 * (α + ∑ j, c j * r j)) *
        groundState m ω ħ r := by
    intro i
    -- along one coordinate the state is affine times a Gaussian
    have hsum : ∀ t : ℝ, ∑ j, c j * (Function.update r i t j : ℝ) =
        ∑ j, c j * r j - c i * r i + c i * t := by
      intro t
      fin_cases i <;> simp [Fin.sum_univ_three, Function.update_apply] <;> ring
    have hsq : ∀ t : ℝ, ∑ j, Function.update r i t j ^ 2 =
        ∑ j, Function.update r i 0 j ^ 2 + t ^ 2 := by
      intro t
      fin_cases i <;> simp [Fin.sum_univ_three, Function.update_apply] <;> ring
    have hg : ∀ t : ℝ, groundState m ω ħ (Function.update r i t) =
        groundState m ω ħ (Function.update r i 0) *
          (Real.exp (-(m * ω / (2 * ħ)) * t ^ 2) : ℝ) := by
      intro t
      unfold groundState
      rw [hsq t, mul_add, Real.exp_add, ← Complex.ofReal_mul, mul_assoc]
    have hr := hg (r i)
    rw [Function.update_eq_self] at hr
    have hf : (fun t : ℝ => (α + ∑ j, c j * (Function.update r i t j : ℝ)) *
        groundState m ω ħ (Function.update r i t)) = fun t : ℝ =>
        (groundState m ω ħ (Function.update r i 0) * (α + ∑ j, c j * r j - c i * r i) +
          groundState m ω ħ (Function.update r i 0) * c i * t) *
          (Real.exp (-(m * ω / (2 * ħ)) * t ^ 2) : ℝ) := by
      funext t
      rw [hsum t, hg t]
      ring
    rw [hf, second_deriv, hr]
    ring
  have hm' : (m : ℂ) ≠ 0 := by exact_mod_cast hm.ne'
  have hħ' : (ħ : ℂ) ≠ 0 := by exact_mod_cast hħ.ne'
  simp only [hamiltonian, hi]
  simp only [Fin.sum_univ_three]
  push_cast
  field_simp
  ring
```

Choosing $\alpha=1$, $c=0$ gives the ground state; $\alpha=0$ with rescaled $c$ gives the excited one. The theorem admits every real $\omega$, but for $\omega\le0$ both functions as defined in Lean are identically zero. It therefore gives energy levels only for $\omega>0$ and, for the excited state, a nonzero polarization vector.

```lean
/-- For positive `m` and `ħ`, the ground and excited states solve the stationary
Schrödinger equation with energies `3ħω/2` and `5ħω/2`. -/
theorem energy_levels {m ħ : ℝ} (hm : 0 < m) (hħ : 0 < ħ) (ω : ℝ) (c : Fin 3 → ℂ)
    (r : Fin 3 → ℝ) :
    hamiltonian m ω ħ (groundState m ω ħ) r = levelEnergy ω ħ 0 * groundState m ω ħ r ∧
    hamiltonian m ω ħ (excitedState m ω ħ c) r =
      levelEnergy ω ħ 1 * excitedState m ω ħ c r := by
  constructor
  · have h := hamiltonian_affine hm hħ ω 1 0 r
    simp only [Pi.zero_apply, zero_mul, Finset.sum_const_zero, add_zero, one_mul] at h
    refine h.trans ?_
    simp only [levelEnergy]
    push_cast
    ring
  · have h := hamiltonian_affine hm hħ ω 0 (fun i => (√(2 * m * ω / ħ) : ℝ) * c i) r
    have hs : ∀ r : Fin 3 → ℝ, ∑ i, ((√(2 * m * ω / ħ) : ℝ) : ℂ) * c i * r i =
        (√(2 * m * ω / ħ) : ℝ) * ∑ i, c i * r i := by
      intro r
      simp only [Finset.mul_sum, mul_assoc]
    simp only [hs, zero_add] at h
    refine h.trans ?_
    simp only [levelEnergy, excitedState]
    push_cast
    ring
```

The final theorem inserts $(E_1-E_0)/\hbar$, with $E_0$ and $E_1$ the two energies just found, and the computed matrix element. It states the rate as $3mc_0^3A=2e^2\omega^2$; dividing by the positive factor $3mc_0^3$ recovers the formula above.

```lean
/-- For positive `m`, `ω`, `ħ`, `c₀` and a unit polarization vector, the squared position
matrix element is `ħ/(2mω)`, and the emission rate `A` at the frequency given by the energy
difference satisfies `3mc₀³ A = 2e²ω²`. -/
theorem oscillator_emission_rate {m ω ħ c₀ : ℝ} (hm : 0 < m) (hω : 0 < ω) (hħ : 0 < ħ)
    (hc₀ : 0 < c₀) (e : ℝ) {c : Fin 3 → ℂ} (hc : ∑ i, ‖c i‖ ^ 2 = 1) :
    ∑ i, ‖positionElement (groundState m ω ħ) (excitedState m ω ħ c) i‖ ^ 2 =
      ħ / (2 * m * ω) ∧
    3 * m * c₀ ^ 3 * emissionRate e ħ c₀ ((levelEnergy ω ħ 1 - levelEnergy ω ħ 0) / ħ)
      (positionElement (groundState m ω ħ) (excitedState m ω ħ c)) = 2 * e ^ 2 * ω ^ 2 := by
  have hD : ∑ i, ‖positionElement (groundState m ω ħ) (excitedState m ω ħ c) i‖ ^ 2 =
      ħ / (2 * m * ω) := by
    simp only [(dipole_element hm hω hħ c _).2, norm_mul, Complex.norm_real,
      Real.norm_eq_abs, mul_pow, sq_abs]
    rw [← Finset.mul_sum, hc, mul_one, Real.sq_sqrt (by positivity)]
  -- the Bohr frequency of the transition is the oscillator frequency
  have hΩ : (levelEnergy ω ħ 1 - levelEnergy ω ħ 0) / ħ = ω := by
    rw [div_eq_iff hħ.ne']
    simp only [levelEnergy]
    push_cast
    ring
  refine ⟨hD, ?_⟩
  rw [emissionRate, hD, hΩ]
  field_simp
  ring

end

end OscillatorEmission
```

```lean
#print axioms OscillatorEmission.states_normalized
#print axioms OscillatorEmission.states_orthogonal
#print axioms OscillatorEmission.energy_levels
#print axioms OscillatorEmission.oscillator_emission_rate
```

```
'OscillatorEmission.states_normalized' depends on axioms: [propext, Classical.choice, Quot.sound]
'OscillatorEmission.states_orthogonal' depends on axioms: [propext, Classical.choice, Quot.sound]
'OscillatorEmission.energy_levels' depends on axioms: [propext, Classical.choice, Quot.sound]
'OscillatorEmission.oscillator_emission_rate' depends on axioms: [propext, Classical.choice, Quot.sound]
```

The two states are s-type and p-type Gaussians with a common exponent, so this one-particle harmonic model offers a closed-form value against which an electronic-structure code's dipole integrals can be compared.
